# The Öpik–Pryce conditions at a global minimum of a linear Jahn–Teller model

When searching for the most stable distortion in a linear Jahn–Teller model, one can eliminate the nuclear coordinates first: for each trial electronic state, set every mode to the displacement at which the elastic force balances the electronic force, and then search over electronic states alone. For harmonic modes with a common positive stiffness, this step loses no global minimum. At such a minimum the electronic state is also a lowest eigenvector of the coupling matrix that its own distortion produces.

## Distortion and electronic state

A degenerate electronic level in a symmetric complex can lower its energy by distorting the surroundings. The distortion splits the level, and the elastic restoring force limits how far it goes.

Let $q_i$ be the displacements of finitely many modes, and let $u$ be a real unit vector of coefficients in the electronic level. The real symmetric matrix $V_i$ describes how the electronic Hamiltonian within the level changes, to first order, with $q_i$. The constant $k>0$ is the harmonic force constant, which would hold the complex at $q=0$ if there were no vibronic coupling. With $v_i(u)=\langle u,V_iu\rangle$, the energy is

$$E(q,u)=\frac{k}{2}\sum_i q_i^2+\sum_i q_i\,v_i(u).$$

The zero of energy is that of the undistorted level. The nuclei are classical: their kinetic energy does not appear.

## What holds at a global minimum

Suppose $(q,u)$ has the least energy among all distortions and all unit vectors. Then

- $q_i=-v_i(u)/k$ for every mode;
- $u$ is an eigenvector of $\sum_i q_iV_i$ with eigenvalue $-k\sum_i q_i^2$;
- no unit vector gives $\sum_i q_iV_i$ a smaller expectation value, so this eigenvalue is the lowest.

This is `opik_pryce`. In the Lean code, the finite types `ι` and `n` label the modes and the electronic basis states. `expect A u` is $\langle u,Au\rangle$, `coupling V q` is $\sum_i q_iV_i$, and `energy k V q u` is $E(q,u)$. For a unit vector `u`, `expect A u` is the expectation value of `A` and `energy k V q u` is the energy of the model. The predicate `IsGround` includes the normalisation `u ⬝ᵥ u = 1`. Its name refers to a lowest point of the potential energy, not to a vibronic ground state with quantised nuclear motion.

The companion theorem `isGround_iff` is an exact criterion: $(q,u)$ is a global minimum if and only if $u$ is normalised, $q$ is the relaxed distortion, and $u$ maximises $\sum_i v_i(u)^2$ among unit vectors. By contrast, `opik_pryce` runs in one direction. A pair with $u$ normalised that satisfies its three conclusions may be only a local minimum, or even a saddle point. The method known by the names of Öpik and Pryce is also used to find saddle points and local minima, whereas the theorem starts from a global minimum and does not establish that one exists for arbitrary $V_i$.

The result bears on electronic-structure work as a consistency condition on Jahn–Teller minima, within a finite real electronic space with linear coupling and equal stiffnesses. Modes with different positive stiffnesses $k_i$ can be brought to this form by using $\sqrt{k_i/k}\,q_i$ as coordinates and $\sqrt{k/k_i}\,V_i$ as coupling matrices. Passing to an actual molecule requires a separate justification that its potential energy surfaces near the symmetric geometry have this form.

## Eliminating the distortion

For each mode, completing the square gives

$$\frac{k}{2}q_i^2+q_iv_i=\frac{k}{2}\left(q_i+\frac{v_i}{k}\right)^2-\frac{v_i^2}{2k}.$$

Summing over the modes,

$$E(q,u)=\frac{k}{2}\sum_i\left(q_i+\frac{v_i(u)}{k}\right)^2-\frac{1}{2k}\sum_i v_i(u)^2.$$

Let $(q,u)$ be a global minimum. Compare it with the relaxed distortion in the same state, whose energy is $-\sum_i v_i(u)^2/(2k)$. The sum of squares in the first term must then be at most zero, so every square vanishes and $q_i=-v_i(u)/k$.

Next, compare it with another unit vector $w$ and the relaxed distortion of $w$:

$$-\frac{1}{2k}\sum_i v_i(u)^2\le-\frac{1}{2k}\sum_i v_i(w)^2.$$

Hence $u$ maximises the sum of squared expectation values. Conversely, if $q$ is relaxed and $u$ is such a maximiser, then for every distortion $p$ and unit vector $w$

$$E(p,w)\ge-\frac{1}{2k}\sum_i v_i(w)^2\ge-\frac{1}{2k}\sum_i v_i(u)^2=E(q,u).$$

## Varying the state along the residual

Now hold $q$ fixed and write $A=\sum_i q_iV_i$. The elastic energy is the same for all states, so $u$ minimises $\langle w,Aw\rangle$ among unit vectors $w$. Let $\lambda=\langle u,Au\rangle$. Since $v_i(u)=-kq_i$,

$$\lambda=\sum_i q_iv_i(u)=-k\sum_i q_i^2.$$

Dividing a nonzero vector $x$ by its length turns the bound on unit vectors into $\langle x,Ax\rangle\ge\lambda\langle x,x\rangle$, which is trivial for $x=0$.

Let $r=Au-\lambda u$ be the residual and take $x=u+tr$ with $t$ real. Because $A$ is symmetric, $\langle u,Ar\rangle=\langle r,Au\rangle$, and therefore

$$\langle x,Ax\rangle=\lambda+2t\langle r,Au\rangle+t^2\langle r,Ar\rangle,$$

$$\langle x,x\rangle=1+2t\langle r,u\rangle+t^2\langle r,r\rangle.$$

Insert these into the bound and use $\langle r,Au\rangle-\lambda\langle r,u\rangle=\langle r,r\rangle$:

$$0\le 2t\langle r,r\rangle+t^2\bigl(\langle r,Ar\rangle-\lambda\langle r,r\rangle\bigr)\quad\text{for all }t.$$

A quadratic that is never negative has a discriminant of at most zero. Here the constant term is zero, so the discriminant is $4\langle r,r\rangle^2$. Thus $r=0$ and $Au=\lambda u$.

## The trough of the E⊗e model

For a doubly degenerate level coupled to two modes with coupling constant $F$, take

$$V_0=\begin{pmatrix}F&0\\0&-F\end{pmatrix},\qquad V_1=\begin{pmatrix}0&F\\F&0\end{pmatrix}.$$

For any real vector $w=(w_0,w_1)$,

$$v_0(w)^2+v_1(w)^2=F^2\bigl[(w_0^2-w_1^2)^2+4w_0^2w_1^2\bigr]=F^2\langle w,w\rangle^2.$$

This equals $F^2$ for every unit vector, so all of them are maximisers. The state $u=(\cos\theta,\sin\theta)$ has $v_0=F\cos2\theta$ and $v_1=F\sin2\theta$. Its relaxed distortion is

$$q=-\frac{F}{k}(\cos2\theta,\sin2\theta),$$

and its energy is $-F^2/(2k)$ for every $\theta$. For $F\ne0$ these distortions form a circle of radius $|F|/k$; for $F=0$ they reduce to the undistorted point.

## The conditions in Lean

```lean
import Mathlib

open Matrix

namespace OpikPryce

noncomputable section

variable {ι n : Type*} [Fintype ι] [Fintype n]

/-- The quadratic form `⟨u, A u⟩` of a real matrix `A`. For a unit vector `u` it is the expectation
value of `A` in the electronic state `u`. -/
def expect (A : Matrix n n ℝ) (u : n → ℝ) : ℝ := u ⬝ᵥ A *ᵥ u

/-- The linear vibronic coupling matrix `∑ q_i V_i` at the distortion `q`. -/
def coupling (V : ι → Matrix n n ℝ) (q : ι → ℝ) : Matrix n n ℝ := ∑ i, q i • V i

/-- The function `k/2 ∑ q_i² + ∑ q_i ⟨u, V_i u⟩`. For a unit vector `u` it is the elastic energy
plus the linear vibronic energy of the distortion `q` in the state `u`. -/
def energy (k : ℝ) (V : ι → Matrix n n ℝ) (q : ι → ℝ) (u : n → ℝ) : ℝ :=
  k * (∑ i, q i ^ 2) / 2 + ∑ i, q i * expect (V i) u

/-- The pair `(q, u)`, with `u` a unit vector, has the least energy among all distortions
and all unit vectors. -/
def IsGround (k : ℝ) (V : ι → Matrix n n ℝ) (q : ι → ℝ) (u : n → ℝ) : Prop :=
  u ⬝ᵥ u = 1 ∧ ∀ p w, w ⬝ᵥ w = 1 → energy k V q u ≤ energy k V p w

/-- For every vector `u`, the quadratic form of the coupling matrix `∑ q_i V_i` at `u` is the
weighted sum `∑ q_i ⟨u, V_i u⟩`. -/
theorem expect_coupling (V : ι → Matrix n n ℝ) (q : ι → ℝ) (u : n → ℝ) :
    expect (coupling V q) u = ∑ i, q i * expect (V i) u := by
  classical
  unfold coupling
  induction (Finset.univ : Finset ι) using Finset.induction_on with
  | empty => simp [expect]
  | insert a s ha ih =>
    rw [Finset.sum_insert ha, Finset.sum_insert ha, ← ih]
    simp only [expect, Matrix.add_mulVec, Matrix.smul_mulVec, dotProduct_add,
      dotProduct_smul, smul_eq_mul]

/-- Completing the square in the distortion, for nonzero stiffness `k`. -/
theorem energy_eq {k : ℝ} (hk : k ≠ 0) (V : ι → Matrix n n ℝ) (q : ι → ℝ) (u : n → ℝ) :
    energy k V q u = k / 2 * ∑ i, (q i + expect (V i) u / k) ^ 2
      - (∑ i, expect (V i) u ^ 2) / (2 * k) := by
  simp only [energy, Finset.mul_sum, Finset.sum_div, ← Finset.sum_add_distrib,
    ← Finset.sum_sub_distrib]
  refine Finset.sum_congr rfl fun i _ => ?_
  field_simp
  ring

/-- For nonzero stiffness `k` and every vector `u`, the function `energy` takes the value
`-∑ ⟨u, V_i u⟩² / (2k)` at `u` and the distortion `q_i = -⟨u, V_i u⟩ / k`. -/
theorem energy_relaxed {k : ℝ} (hk : k ≠ 0) (V : ι → Matrix n n ℝ) (u : n → ℝ) :
    energy k V (fun i => -expect (V i) u / k) u
      = -((∑ i, expect (V i) u ^ 2) / (2 * k)) := by
  rw [energy_eq hk]
  simp [neg_div]

/-- For `k > 0`, a pair `(q, u)` is a global minimum exactly when `u` is a unit vector,
`q_i = -⟨u, V_i u⟩ / k`, and `u` maximises `∑ ⟨u, V_i u⟩²` among unit vectors. -/
theorem isGround_iff {k : ℝ} (hk : 0 < k) (V : ι → Matrix n n ℝ) (q : ι → ℝ) (u : n → ℝ) :
    IsGround k V q u ↔ u ⬝ᵥ u = 1 ∧ (∀ i, q i = -expect (V i) u / k) ∧
      ∀ w, w ⬝ᵥ w = 1 → ∑ i, expect (V i) w ^ 2 ≤ ∑ i, expect (V i) u ^ 2 := by
  constructor
  · rintro ⟨hu, h⟩
    have hq : ∀ i, q i = -expect (V i) u / k := by
      -- compare with the relaxed distortion in the same state
      have h1 := h (fun i => -expect (V i) u / k) u hu
      rw [energy_relaxed hk.ne' V u, energy_eq hk.ne' V q u] at h1
      have h2 : ∑ i, (q i + expect (V i) u / k) ^ 2 ≤ 0 := by
        by_contra hc
        have := mul_pos (half_pos hk) (not_le.mp hc)
        linarith
      have h3 := (Finset.sum_eq_zero_iff_of_nonneg (fun i _ => sq_nonneg _)).mp
        (le_antisymm h2 (Finset.sum_nonneg fun i _ => sq_nonneg _))
      intro i
      have h4 := (pow_eq_zero_iff two_ne_zero).mp (h3 i (Finset.mem_univ i))
      rw [neg_div]
      linarith
    refine ⟨hu, hq, fun w hw => ?_⟩
    -- compare with the relaxed distortion of another state
    have hqf : q = fun i => -expect (V i) u / k := funext hq
    have h1 := h (fun i => -expect (V i) w / k) w hw
    rw [hqf, energy_relaxed hk.ne' V u, energy_relaxed hk.ne' V w] at h1
    have h2 := neg_le_neg_iff.mp h1
    rwa [div_le_div_iff_of_pos_right (by positivity)] at h2
  · rintro ⟨hu, hq, hmax⟩
    refine ⟨hu, fun p w hw => ?_⟩
    have hqf : q = fun i => -expect (V i) u / k := funext hq
    rw [hqf, energy_relaxed hk.ne' V u, energy_eq hk.ne' V p w]
    have h1 := div_le_div_of_nonneg_right (hmax w hw) (by positivity : 0 ≤ 2 * k)
    have h2 : 0 ≤ k / 2 * ∑ i, (p i + expect (V i) w / k) ^ 2 := by positivity
    linarith


/-- A unit vector that minimises the expectation value of a real symmetric matrix among
unit vectors is an eigenvector, with that expectation value as eigenvalue. -/
theorem eigenvector_of_min {A : Matrix n n ℝ} (hA : A.IsSymm) {u : n → ℝ}
    (hu : u ⬝ᵥ u = 1) (h : ∀ w, w ⬝ᵥ w = 1 → expect A u ≤ expect A w) :
    A *ᵥ u = expect A u • u := by
  -- the bound extends to vectors of any length
  have hs : ∀ x, expect A u * (x ⬝ᵥ x) ≤ expect A x := by
    intro x
    by_cases hx : x = 0
    · simp [hx, expect]
    have hpos : 0 < x ⬝ᵥ x :=
      lt_of_le_of_ne (Finset.sum_nonneg fun i _ => mul_self_nonneg (x i))
        fun h0 => hx (dotProduct_self_eq_zero.mp h0.symm)
    obtain ⟨s, hs0, hs2⟩ : ∃ s : ℝ, 0 < s ∧ s * s = x ⬝ᵥ x :=
      ⟨√(x ⬝ᵥ x), Real.sqrt_pos.mpr hpos, Real.mul_self_sqrt hpos.le⟩
    have h1 := h (s⁻¹ • x) (by
      rw [smul_dotProduct, dotProduct_smul, smul_eq_mul, smul_eq_mul, ← hs2]
      field_simp)
    have h2 : expect A (s⁻¹ • x) = expect A x / (s * s) := by
      unfold expect
      rw [Matrix.mulVec_smul, smul_dotProduct, dotProduct_smul, smul_eq_mul, smul_eq_mul]
      field_simp
    rwa [h2, le_div_iff₀ (by positivity), hs2] at h1
  -- vary the state along the residual `r`
  obtain ⟨r, hr⟩ : ∃ r, r = A *ᵥ u - expect A u • u := ⟨_, rfl⟩
  have hrr : r ⬝ᵥ r = r ⬝ᵥ A *ᵥ u - expect A u * (r ⬝ᵥ u) := by
    calc r ⬝ᵥ r = r ⬝ᵥ (A *ᵥ u - expect A u • u) := by rw [← hr]
      _ = _ := by rw [dotProduct_sub, dotProduct_smul, smul_eq_mul]
  have hsym : u ⬝ᵥ A *ᵥ r = r ⬝ᵥ A *ᵥ u := by
    rw [Matrix.dotProduct_mulVec, ← Matrix.mulVec_transpose, hA.eq, dotProduct_comm]
  have e1 : ∀ t : ℝ, expect A (u + t • r)
      = expect A u + 2 * t * (r ⬝ᵥ A *ᵥ u) + t ^ 2 * expect A r := by
    intro t
    simp only [expect, Matrix.mulVec_add, Matrix.mulVec_smul, dotProduct_add,
      add_dotProduct, smul_dotProduct, dotProduct_smul, smul_eq_mul, hsym]
    ring
  have e2 : ∀ t : ℝ, (u + t • r) ⬝ᵥ (u + t • r)
      = 1 + 2 * t * (r ⬝ᵥ u) + t ^ 2 * (r ⬝ᵥ r) := by
    intro t
    simp only [dotProduct_add, add_dotProduct, smul_dotProduct, dotProduct_smul,
      smul_eq_mul, hu, dotProduct_comm u r]
    ring
  have hd : discrim (expect A r - expect A u * (r ⬝ᵥ r)) (2 * (r ⬝ᵥ r)) 0 ≤ 0 :=
    discrim_le_zero fun t => by
      have h1 := hs (u + t • r)
      rw [e1, e2] at h1
      linear_combination h1 - 2 * t * hrr
  unfold discrim at hd
  have h0 : (r ⬝ᵥ r) ^ 2 = 0 := le_antisymm (by linarith) (sq_nonneg _)
  have hr0 : r = 0 := dotProduct_self_eq_zero.mp ((pow_eq_zero_iff two_ne_zero).mp h0)
  exact sub_eq_zero.mp (hr.symm.trans hr0)

/-- **Öpik-Pryce conditions.** For `k > 0` and real symmetric `V_i`, a global minimum
`(q, u)` has `q_i = -⟨u, V_i u⟩ / k`, and `u` is an eigenvector of `∑ q_i V_i` with eigenvalue
`-k |q|²`, which no expectation value of `∑ q_i V_i` in a unit vector undercuts. -/
theorem opik_pryce {k : ℝ} (hk : 0 < k) {V : ι → Matrix n n ℝ} (hV : ∀ i, (V i).IsSymm)
    {q : ι → ℝ} {u : n → ℝ} (h : IsGround k V q u) :
    (∀ i, q i = -expect (V i) u / k) ∧
    coupling V q *ᵥ u = (-(k * ∑ i, q i ^ 2)) • u ∧
    ∀ w, w ⬝ᵥ w = 1 → -(k * ∑ i, q i ^ 2) ≤ expect (coupling V q) w := by
  have hq := ((isGround_iff hk V q u).mp h).2.1
  have hsymm : (coupling V q).IsSymm := by
    unfold Matrix.IsSymm coupling
    rw [Matrix.transpose_sum]
    exact Finset.sum_congr rfl fun i _ => by rw [Matrix.transpose_smul, (hV i).eq]
  -- at fixed distortion the state minimises the vibronic energy
  have hmin : ∀ w, w ⬝ᵥ w = 1 → expect (coupling V q) u ≤ expect (coupling V q) w := by
    intro w hw
    have h1 := h.2 q w hw
    unfold energy at h1
    rw [expect_coupling, expect_coupling]
    linarith
  have hval : expect (coupling V q) u = -(k * ∑ i, q i ^ 2) := by
    rw [expect_coupling, Finset.mul_sum, ← Finset.sum_neg_distrib]
    refine Finset.sum_congr rfl fun i _ => ?_
    have h1 : expect (V i) u = -(k * q i) := by
      rw [hq i]
      field_simp
    rw [h1]
    ring
  rw [← hval]
  exact ⟨hq, eigenvector_of_min hsymm h.1 hmin, hmin⟩

/-- The two coupling matrices of the linear E⊗e model with coupling constant `F`. -/
def eeCoupling (F : ℝ) : Fin 2 → Matrix (Fin 2) (Fin 2) ℝ :=
  ![!![F, 0; 0, -F], !![0, F; F, 0]]

/-- In the linear E⊗e model with `k > 0`, every angle `θ` gives a global minimum, with
distortion `-(F/k) (cos 2θ, sin 2θ)`, state `(cos θ, sin θ)` and energy `-F²/(2k)`. -/
theorem ee_trough {k : ℝ} (hk : 0 < k) (F θ : ℝ) :
    IsGround k (eeCoupling F) ![-(F * Real.cos (2 * θ)) / k, -(F * Real.sin (2 * θ)) / k]
      ![Real.cos θ, Real.sin θ] ∧
    energy k (eeCoupling F) ![-(F * Real.cos (2 * θ)) / k, -(F * Real.sin (2 * θ)) / k]
      ![Real.cos θ, Real.sin θ] = -(F ^ 2 / (2 * k)) := by
  have hsum : ∀ w : Fin 2 → ℝ,
      ∑ i, expect (eeCoupling F i) w ^ 2 = F ^ 2 * (w ⬝ᵥ w) ^ 2 := by
    intro w
    simp [expect, eeCoupling, Matrix.mulVec, dotProduct, Fin.sum_univ_two]
    ring
  have hu : ![Real.cos θ, Real.sin θ] ⬝ᵥ ![Real.cos θ, Real.sin θ] = 1 := by
    simp only [dotProduct, Fin.sum_univ_two, Matrix.cons_val_zero, Matrix.cons_val_one]
    linear_combination Real.sin_sq_add_cos_sq θ
  have h0 : expect (eeCoupling F 0) ![Real.cos θ, Real.sin θ] = F * Real.cos (2 * θ) := by
    rw [Real.cos_two_mul']
    simp [expect, eeCoupling, Matrix.mulVec, dotProduct, Fin.sum_univ_two]
    ring
  have h1 : expect (eeCoupling F 1) ![Real.cos θ, Real.sin θ] = F * Real.sin (2 * θ) := by
    rw [Real.sin_two_mul]
    simp [expect, eeCoupling, Matrix.mulVec, dotProduct, Fin.sum_univ_two]
    ring
  have hq : ![-(F * Real.cos (2 * θ)) / k, -(F * Real.sin (2 * θ)) / k]
      = fun i => -expect (eeCoupling F i) ![Real.cos θ, Real.sin θ] / k := by
    funext i
    fin_cases i
    · exact congrArg (fun x => -x / k) h0.symm
    · exact congrArg (fun x => -x / k) h1.symm
  rw [hq]
  constructor
  · refine (isGround_iff hk _ _ _).mpr ⟨hu, fun _ => rfl, fun w hw => ?_⟩
    rw [hsum, hsum, hw, hu]
  · rw [energy_relaxed hk.ne', hsum, hu]
    simp


end

end OpikPryce
```

```lean
#print axioms OpikPryce.opik_pryce
-- 'OpikPryce.opik_pryce' depends on axioms: [propext, Classical.choice, Quot.sound]
#print axioms OpikPryce.ee_trough
-- 'OpikPryce.ee_trough' depends on axioms: [propext, Classical.choice, Quot.sound]
```

## From the square to the eigenvector

`energy_eq` is the completed square, checked mode by mode with `field_simp` and `ring`. Inserting the relaxed distortion removes the squares and gives `energy_relaxed`.

The forward half of `isGround_iff` uses the minimum property twice, as in the derivation. The first comparison bounds the sum of squares by zero, and `Finset.sum_eq_zero_iff_of_nonneg` then makes each term vanish. The second compares two relaxed energies and removes the common positive factor $2k$. The reverse half adds the two inequalities that bound $E(p,w)$ from below. Symmetry of the $V_i$ is not needed for this criterion.

In `eigenvector_of_min`, `hs` is the bound for vectors of any length. The identities `e1` and `e2` expand the two quadratic forms at $u+tr$, with `hsym` supplying the exchange that symmetry permits. `hrr` rewrites $\langle r,r\rangle$, and `linear_combination` assembles the nonnegative quadratic in $t$. `discrim_le_zero` then forces the residual to vanish.

`opik_pryce` joins the two parts. It takes the relaxed distortion from `isGround_iff` and shows that the coupling matrix is symmetric. In `hmin` it cancels the elastic energy at fixed $q$, using `expect_coupling` to write the expectation value of the coupling matrix as a weighted sum over modes. `hval` identifies the eigenvalue as $-k\sum_i q_i^2$.

For `ee_trough`, `hsum` is the identity for the sum of squares, while `h0` and `h1` use the double-angle formulas. The reverse half of `isGround_iff` then gives a global minimum at every angle, and `energy_relaxed` gives its energy.
